# A tetrahedral centre with k substituent types has C(k+3, 4) arrangements, mirror images counted as one

Each of the four sites of a tetrahedral centre carries one of `k` substituent types, with repeats allowed and the substituents treated as labels without internal structure. The theorem `permutation_classes` says that there are C(k+3, 4) such assignments when any two related by a permutation of the sites are identified. All 24 permutations are allowed, including those that correspond to reflections, so an arrangement and its mirror image count as one. The proof uses Burnside counting, sorting the permutations by their number of cycles, to write 24 times the number of classes as a polynomial in `k`. It then aims to match this with the expansion of 24 · C(k+3, 4) given by `choose_four`, and leaves the last step to `omega`.

As first written in Lean, the proof fails:

```lean
import Mathlib

open Equiv

namespace TetrahedralIsomers

/-- An assignment of one of `k` substituent types to each of the four sites of a
tetrahedral centre. -/
def Colouring (k : ℕ) : Type := Fin 4 → Fin k

instance (k : ℕ) : Finite (Colouring k) := inferInstanceAs (Finite (Fin 4 → Fin k))

/-- A permutation of the sites carries the substituents along with it. -/
instance (k : ℕ) : MulAction (Perm (Fin 4)) (Colouring k) where
  smul σ f := fun i => f (σ⁻¹ i)
  one_smul _ := rfl
  mul_smul _ _ _ := rfl

/-- Colourings up to the site permutations in the group `H`. -/
abbrev Classes (H : Subgroup (Perm (Fin 4))) (k : ℕ) : Type :=
  Quotient (MulAction.orbitRel H (Colouring k))

/-- The lowest-numbered site in the cycle of `σ` through site `i`. -/
def rep (σ : Perm (Fin 4)) (i : Fin 4) : Fin 4 :=
  min (min i (σ i)) (min (σ (σ i)) (σ (σ (σ i))))

/-- The number of cycles of a site permutation, fixed sites included. -/
def cycles (σ : Perm (Fin 4)) : ℕ := Fintype.card {i : Fin 4 // rep σ i = i}

/-- A site permutation leaves `k ^ c` colourings unchanged, where `c` is its number of cycles. -/
theorem card_fixed (k : ℕ) (σ : Perm (Fin 4)) :
    Nat.card (MulAction.fixedBy (Colouring k) σ) = k ^ cycles σ := by
  have h1 : ∀ (τ : Perm (Fin 4)) (i : Fin 4), rep τ (τ i) = rep τ i := by decide +kernel
  have h2 : ∀ (τ : Perm (Fin 4)) (i : Fin 4), rep τ (rep τ i) = rep τ i := by decide +kernel
  have h3 : ∀ (τ : Perm (Fin 4)) (i : Fin 4), rep τ i = i ∨ rep τ i = τ i ∨
      rep τ i = τ (τ i) ∨ rep τ i = τ (τ (τ i)) := by decide +kernel
  -- a fixed colouring is the same thing as a free choice on one site per cycle
  let e : MulAction.fixedBy (Colouring k) σ ≃ ({i : Fin 4 // rep σ i = i} → Fin k) :=
    { toFun := fun f i => f.1 i.1
      invFun := fun g => ⟨fun i => g ⟨rep σ i, h2 σ i⟩, by
        refine funext fun i => congrArg g (Subtype.ext ?_)
        have a : σ (σ⁻¹ i) = i := σ.apply_symm_apply i
        have b := h1 σ (σ⁻¹ i)
        rw [a] at b
        exact b.symm⟩
      left_inv := fun f => by
        refine Subtype.ext (funext fun i => ?_)
        have hf : ∀ j, f.1 (σ j) = f.1 j := fun j => by
          have a : f.1 (σ⁻¹ (σ j)) = f.1 (σ j) :=
            congrArg (fun g : Colouring k => g (σ j)) f.2
          have b : σ⁻¹ (σ j) = j := σ.symm_apply_apply j
          rw [b] at a
          exact a.symm
        show f.1 (rep σ i) = f.1 i
        rcases h3 σ i with h | h | h | h <;> rw [h] <;> simp only [hf]
      right_inv := fun g => funext fun i => congrArg g (Subtype.ext i.2) }
  exact (Nat.card_congr e).trans
    (by rw [Nat.card_eq_fintype_card, Fintype.card_fun, Fintype.card_fin, cycles])

/-- Burnside counting for a group `H` of site permutations, listed as the finite set `S`:
the number of classes times the group order is the sum of `k ^ cycles` over the group. -/
theorem burnside (k : ℕ) (H : Subgroup (Perm (Fin 4))) (S : Finset (Perm (Fin 4)))
    (hS : ∀ σ, σ ∈ S ↔ σ ∈ H) :
    Nat.card (Classes H k) * S.card = ((S.val.map cycles).map (fun c => k ^ c)).sum := by
  classical
  let _ : Fintype H := Fintype.ofFinite H
  let _ : ∀ σ : H, Fintype (MulAction.fixedBy (Colouring k) σ) := fun _ => Fintype.ofFinite _
  let _ : Fintype (Quotient (MulAction.orbitRel H (Colouring k))) := Fintype.ofFinite _
  have hb := MulAction.sum_card_fixedBy_eq_card_orbits_mul_card_group H (Colouring k)
  have hc : Fintype.card H = S.card := Fintype.card_of_subtype S hS
  have hq : Nat.card (Classes H k) =
      Fintype.card (Quotient (MulAction.orbitRel H (Colouring k))) := Nat.card_eq_fintype_card
  have hs : ∑ σ ∈ S, k ^ cycles σ = ∑ σ : H, k ^ cycles σ.1 := Finset.sum_subtype S hS _
  have hm : ((S.val.map cycles).map (fun c => k ^ c)).sum = ∑ σ ∈ S, k ^ cycles σ := by
    rw [Multiset.map_map]; rfl
  rw [hm, hs, hq, ← hc, ← hb]
  refine Finset.sum_congr rfl fun σ _ => ?_
  exact Nat.card_eq_fintype_card.symm.trans (card_fixed k σ.1)

theorem choose_four (k : ℕ) : (k + 3).choose 4 * 24 = k * (k + 1) * (k + 2) * (k + 3) := by
  have h1 : (k + 3) * (k + 2).choose 3 = (k + 3).choose 4 * 4 :=
    Nat.add_one_mul_choose_eq (k + 2) 3
  have h2 : (k + 2) * (k + 1).choose 2 = (k + 2).choose 3 * 3 :=
    Nat.add_one_mul_choose_eq (k + 1) 2
  have h3 : (k + 1) * k.choose 1 = (k + 1).choose 2 * 2 := Nat.add_one_mul_choose_eq k 1
  calc (k + 3).choose 4 * 24 = ((k + 3).choose 4 * 4) * 6 := by ring
    _ = (k + 3) * ((k + 2).choose 3 * 3) * 2 := by rw [← h1]; ring
    _ = (k + 3) * (k + 2) * ((k + 1).choose 2 * 2) := by rw [← h2]; ring
    _ = k * (k + 1) * (k + 2) * (k + 3) := by rw [← h3, Nat.choose_one_right]; ring

/-- The number of colourings distinct under all site permutations is `choose (k+3) 4`. -/
theorem permutation_classes (k : ℕ) : Nat.card (Classes ⊤ k) = (k + 3).choose 4 := by
  have h := burnside k ⊤ Finset.univ (by simp)
  have hc : (Finset.univ : Finset (Perm (Fin 4))).card = 24 := by decide +kernel
  have hm : (Finset.univ : Finset (Perm (Fin 4))).val.map cycles = 4 ::ₘ
      (Multiset.replicate 6 3 + Multiset.replicate 11 2 + Multiset.replicate 6 1) := by
    decide +kernel
  rw [hc, hm] at h
  simp only [Multiset.map_cons, Multiset.map_add, Multiset.map_replicate, Multiset.sum_cons,
    Multiset.sum_add, Multiset.sum_replicate, smul_eq_mul] at h
  have h4 := choose_four k
  ring_nf at h h4
  omega

end TetrahedralIsomers
```

Lean reports:

```
Main.lean:103:2: error: omega could not prove the goal:
a possible counterexample may satisfy the constraints
  e ≥ 0
  d ≥ 0
  d - e ≤ -1
  c ≥ 0
  b ≥ 0
  a ≥ 0
  6*a + 11*b + 6*c - 24*d ≤ 0
where
 a := ↑k
 b := ↑(k ^ 2)
 c := ↑(k ^ 3)
 d := ↑((3 + k).choose 4)
 e := ↑((k + 3).choose 4)
```

Diagnosis. The message shows `omega` treating `(3 + k).choose 4` and `(k + 3).choose 4` as two unrelated quantities, `d` and `e`, and so allowing `d` to be less than `e`. They are equal, but `omega` does linear arithmetic and takes each binomial coefficient as an opaque atom, without matching the sums inside.

The mismatch comes from `ring_nf at h h4`. Besides expanding the polynomials, it normalises inside the argument of `choose`, turning `k + 3` into `3 + k` in `h4`. The goal is not among its targets and keeps `k + 3`, so the hypotheses no longer speak of the coefficient in the goal.

The repair drops that call and proves `h5`, which equates 24 times the number of classes with `(k + 3).choose 4 * 24`. Rewriting with `h` and `h4` turns the two sides into polynomials in `k`, which `ring` shows equal. Since `h5` is stated with the same `(k + 3).choose 4` as the goal, `omega` has only to cancel the factor 24.

The mended proof, as a diff:

```diff
@@ -100,5 +100,6 @@
     Multiset.sum_add, Multiset.sum_replicate, smul_eq_mul] at h
   have h4 := choose_four k
-  ring_nf at h h4
+  have h5 : Nat.card (Classes ⊤ k) * 24 = (k + 3).choose 4 * 24 := by
+    rw [h, h4]; ring
   omega
 
```
